# A Bogoliubov transformation of finitely many fermion modes preserves the anticommutation relations exactly when its block matrix is unitary

## One mode

Let c be a fermion annihilation operator, so that c² = 0 and cc† + c†c = 1. Mix it with its adjoint using complex numbers u and v:

b = u c + v c†

Writing {X, Y} = XY + YX, we get

{b, b} = 2uv

{b, b†} = |u|² + |v|²

So b is a fermion operator exactly when uv = 0 and |u|² + |v|² = 1. These are also the conditions for the rows (u, v) and (conj v, conj u) to be orthonormal, that is, for the 2 × 2 matrix they form to be unitary. Within one mode, b can therefore only be c or c† times a phase.

## A pair of modes

With two modes, genuine mixing is possible. Take the BCS form

b₀ = u c₀ + v c₁†

b₁ = u c₁ − v c₀†

In {b₀, b₁} the two surviving terms are −uv and +uv, which cancel. The other unwanted anticommutators vanish too, and only |u|² + |v|² = 1 remains.

## Many modes

For coefficient vectors x and y, let

F(x, y) = Σⱼ (xⱼ cⱼ + yⱼ cⱼ†)

Expanding the anticommutator of two such fields gives four kinds of term. Those with {cᵢ, cⱼ} or {cᵢ†, cⱼ†} vanish, and the mixed ones survive only for i = j:

{F(x, y), F(x′, y′)} = Σᵢ (xᵢ y′ᵢ + yᵢ x′ᵢ)

The adjoint swaps and conjugates the coefficients: F(x, y)† = F(conj y, conj x).

Now let bᵢ = Σⱼ (Uᵢⱼ cⱼ + Vᵢⱼ cⱼ†), which is F applied to the i-th rows of U and V. Then

{bᵢ, bⱼ} = (UVᵀ + VUᵀ)ᵢⱼ

{bᵢ, bⱼ†} = (UU* + VV*)ᵢⱼ

where * on a matrix is the conjugate transpose. The bᵢ are fermionic exactly when the first matrix is 0 and the second is 1.

Put W = [[U, V], [conj V, conj U]]. The upper blocks of WW* are UU* + VV* and UVᵀ + VUᵀ. The lower left block is the conjugate transpose of the upper right one, and the lower right block is the transpose of the upper left one. Hence WW* = 1 is equivalent to the same two conditions.

## Composition and inverse

Applying coefficients U′, V′ to the operators b gives a transformation of c with coefficients

U′U + V′ conj V and U′V + V′ conj U

For unitary W, the upper blocks of W*W = 1 read

U*U + Vᵀ conj V = 1

U*V + Vᵀ conj U = 0

so the choice U′ = U*, V′ = Vᵀ recovers c.

## What the Lean statement says

In `isFermionic_iff_unitary`, the modes form a finite type `n`, and the operators lie in a nontrivial complex star-algebra `A`, with `star` as the adjoint. The hypothesis `IsFermionic c` assumes the relations for the original operators. `quasi U V c` is the family b, `bogoliubovMatrix U V` is W, and `Uᴴ` is U*.

No Hamiltonian, vacuum or Fock space enters. For quadratic mean-field models of superconductivity with finitely many modes, the theorem says that unitarity of W is the condition for the computed quasiparticles to be fermions.

```lean
import Mathlib

open Matrix

namespace BogoliubovTransformation

noncomputable section

variable {n A : Type*} [Fintype n] [DecidableEq n]
variable [Ring A] [StarRing A] [Algebra ℂ A] [StarModule ℂ A]

/-- The canonical anticommutation relations for annihilation operators `c i`,
with `star` as the adjoint. -/
structure IsFermionic {n A : Type*} [DecidableEq n] [Ring A] [StarRing A]
    (c : n → A) : Prop where
  anti : ∀ i j, c i * c j + c j * c i = 0
  mixed : ∀ i j, c i * star (c j) + star (c j) * c i = if i = j then 1 else 0

/-- The linear combination `∑ j, (x j c_j + y j c_j†)` of annihilation and creation operators. -/
def nambuField (x y : n → ℂ) (c : n → A) : A :=
  ∑ j, (x j • c j + y j • star (c j))

/-- The Bogoliubov quasiparticle operators `b_i = ∑ j, (U_ij c_j + V_ij c_j†)`. -/
def quasi (U V : Matrix n n ℂ) (c : n → A) (i : n) : A :=
  nambuField (U i) (V i) c

/-- The block matrix `[[U, V], [conj V, conj U]]` acting on annihilation and creation operators. -/
def bogoliubovMatrix (U V : Matrix n n ℂ) : Matrix (n ⊕ n) (n ⊕ n) ℂ :=
  fromBlocks U V (V.map star) (U.map star)

omit [DecidableEq n] in
/-- The adjoint of a linear combination of `c` and `c†` exchanges the two coefficient vectors
and conjugates them. -/
theorem star_nambuField (x y : n → ℂ) (c : n → A) :
    star (nambuField x y c) = nambuField (star y) (star x) c := by
  simp only [nambuField, star_sum, star_add, star_smul, star_star, Pi.star_apply]
  exact Finset.sum_congr rfl fun _ _ => add_comm _ _

omit [StarModule ℂ A] in
/-- The anticommutator of two linear combinations of fermion operators is the number
`x · y' + y · x'`. -/
theorem nambuField_anticommutator {c : n → A} (hc : IsFermionic c) (x y x' y' : n → ℂ) :
    nambuField x y c * nambuField x' y' c + nambuField x' y' c * nambuField x y c
      = (x ⬝ᵥ y' + y ⬝ᵥ x') • (1 : A) := by
  -- the contribution of a pair of modes
  have term : ∀ i j, (x i • c i + y i • star (c i)) * (x' j • c j + y' j • star (c j))
      + (x' j • c j + y' j • star (c j)) * (x i • c i + y i • star (c i))
      = if i = j then (x i * y' i + y i * x' i) • (1 : A) else 0 := by
    intro i j
    have h1 := hc.anti i j
    have h2 := hc.mixed i j
    have h3 := hc.mixed j i
    have h4 : star (c i) * star (c j) + star (c j) * star (c i) = 0 := by
      rw [← star_mul, ← star_mul, ← star_add, hc.anti j i, star_zero]
    have expand : (x i • c i + y i • star (c i)) * (x' j • c j + y' j • star (c j))
        + (x' j • c j + y' j • star (c j)) * (x i • c i + y i • star (c i))
        = (x i * x' j) • (c i * c j + c j * c i)
        + (x i * y' j) • (c i * star (c j) + star (c j) * c i)
        + (y i * x' j) • (c j * star (c i) + star (c i) * c j)
        + (y i * y' j) • (star (c i) * star (c j) + star (c j) * star (c i)) := by
      simp only [add_mul, mul_add, smul_mul_assoc, mul_smul_comm]
      module
    rw [expand, h1, h2, h3, h4]
    by_cases hij : i = j
    · subst hij
      simp [add_smul]
    · simp [hij, Ne.symm hij]
  unfold nambuField
  rw [Finset.sum_mul_sum, Finset.sum_mul_sum,
    Finset.sum_comm (f := fun i j => (x' i • c i + y' i • star (c i)) *
      (x j • c j + y j • star (c j))), ← Finset.sum_add_distrib]
  simp only [← Finset.sum_add_distrib, term, Finset.sum_ite_eq, Finset.mem_univ, if_true]
  rw [← Finset.sum_smul, Finset.sum_add_distrib]
  rfl

/-- Quasiparticle operators built from fermion operators are again fermionic exactly when
`U U* + V V* = 1` and `U Vᵀ + V Uᵀ = 0`. -/
theorem quasi_isFermionic_iff [Nontrivial A] {c : n → A} (hc : IsFermionic c)
    (U V : Matrix n n ℂ) :
    IsFermionic (quasi U V c) ↔ U * Uᴴ + V * Vᴴ = 1 ∧ U * Vᵀ + V * Uᵀ = 0 := by
  have inj : ∀ a b : ℂ, a • (1 : A) = b • (1 : A) → a = b := fun a b h =>
    (algebraMap ℂ A).injective (by simpa only [Algebra.algebraMap_eq_smul_one] using h)
  -- both anticommutators are matrix entries times the identity
  have hb : ∀ i j, quasi U V c i * quasi U V c j + quasi U V c j * quasi U V c i
      = (U * Vᵀ + V * Uᵀ) i j • (1 : A) := fun i j =>
    nambuField_anticommutator hc (U i) (V i) (U j) (V j)
  have hs : ∀ i j, quasi U V c i * star (quasi U V c j) + star (quasi U V c j) * quasi U V c i
      = (U * Uᴴ + V * Vᴴ) i j • (1 : A) := by
    intro i j
    have hj : star (quasi U V c j) = nambuField (star (V j)) (star (U j)) c :=
      star_nambuField _ _ _
    rw [hj]
    exact nambuField_anticommutator hc (U i) (V i) (star (V j)) (star (U j))
  constructor
  · intro h
    constructor
    · ext i j
      apply inj
      rw [← hs, h.mixed, Matrix.one_apply]
      split_ifs <;> simp
    · ext i j
      apply inj
      rw [← hb, h.anti, Matrix.zero_apply, zero_smul]
  · rintro ⟨h1, h2⟩
    constructor
    · intro i j
      rw [hb, h2, Matrix.zero_apply, zero_smul]
    · intro i j
      rw [hs, h1, Matrix.one_apply]
      split_ifs <;> simp

/-- The block matrix `[[U, V], [conj V, conj U]]` is unitary exactly when
`U U* + V V* = 1` and `U Vᵀ + V Uᵀ = 0`. -/
theorem bogoliubovMatrix_unitary_iff (U V : Matrix n n ℂ) :
    bogoliubovMatrix U V ∈ unitaryGroup (n ⊕ n) ℂ ↔
      U * Uᴴ + V * Vᴴ = 1 ∧ U * Vᵀ + V * Uᵀ = 0 := by
  have hct : ∀ M : Matrix n n ℂ, (M.map star)ᴴ = Mᵀ := fun M => by ext i j; simp
  -- the lower blocks of `W W*` carry the same information as the upper ones
  have e3 : V.map star * Uᴴ + U.map star * Vᴴ = (U * Vᵀ + V * Uᵀ)ᴴ := by
    rw [conjTranspose_add, conjTranspose_mul, conjTranspose_mul]
    rfl
  have e4 : V.map star * Vᵀ + U.map star * Uᵀ = (V * Vᴴ + U * Uᴴ)ᵀ := by
    rw [transpose_add, transpose_mul, transpose_mul]
    rfl
  rw [mem_unitaryGroup_iff, star_eq_conjTranspose, bogoliubovMatrix, fromBlocks_conjTranspose,
    fromBlocks_multiply, hct, hct, e3, e4, ← fromBlocks_one, fromBlocks_inj]
  constructor
  · rintro ⟨h1, h2, -, -⟩
    exact ⟨h1, h2⟩
  · rintro ⟨h1, h2⟩
    refine ⟨h1, h2, ?_, ?_⟩
    · rw [h2, conjTranspose_zero]
    · rw [add_comm, h1, transpose_one]

/-- A Bogoliubov transformation of fermion operators preserves the canonical anticommutation
relations if and only if its block matrix is unitary. -/
theorem isFermionic_iff_unitary [Nontrivial A] {c : n → A} (hc : IsFermionic c)
    (U V : Matrix n n ℂ) :
    IsFermionic (quasi U V c) ↔ bogoliubovMatrix U V ∈ unitaryGroup (n ⊕ n) ℂ :=
  (quasi_isFermionic_iff hc U V).trans (bogoliubovMatrix_unitary_iff U V).symm

omit [DecidableEq n] in
/-- Two successive Bogoliubov transformations are a single one, whose coefficients are the upper
blocks of the product of the two block matrices. -/
theorem quasi_comp (U V U' V' : Matrix n n ℂ) (c : n → A) :
    quasi U' V' (quasi U V c)
      = quasi (U' * U + V' * V.map star) (U' * V + V' * U.map star) c := by
  funext i
  have hs : ∀ j, star (quasi U V c j) = nambuField (star (V j)) (star (U j)) c :=
    fun j => star_nambuField _ _ _
  rw [quasi, nambuField]
  simp only [hs]
  simp only [quasi, nambuField, Matrix.add_apply, Matrix.mul_apply, Matrix.map_apply,
    Pi.star_apply, ← Finset.sum_add_distrib, Finset.sum_smul, Finset.smul_sum]
  rw [Finset.sum_comm]
  refine Finset.sum_congr rfl fun k _ => Finset.sum_congr rfl fun j _ => ?_
  module

/-- If the block matrix is unitary, the original operators are recovered from the quasiparticle
operators by the Bogoliubov transformation with coefficients `U*` and `Vᵀ`. -/
theorem quasi_inverse {U V : Matrix n n ℂ}
    (h : bogoliubovMatrix U V ∈ unitaryGroup (n ⊕ n) ℂ) (c : n → A) :
    quasi Uᴴ Vᵀ (quasi U V c) = c := by
  have hct : ∀ M : Matrix n n ℂ, (M.map star)ᴴ = Mᵀ := fun M => by ext i j; simp
  rw [mem_unitaryGroup_iff', star_eq_conjTranspose, bogoliubovMatrix, fromBlocks_conjTranspose,
    fromBlocks_multiply, hct, hct, ← fromBlocks_one, fromBlocks_inj] at h
  rw [quasi_comp, h.1, h.2.1]
  funext i
  simp [quasi, nambuField, Matrix.one_apply, ite_smul]

/-- For two fermion modes, the paired operators `u c₀ + v c₁†` and `u c₁ - v c₀†` are fermionic
exactly when `|u|² + |v|² = 1`. -/
theorem bcs_pair_iff [Nontrivial A] {c : Fin 2 → A} (hc : IsFermionic c) (u v : ℂ) :
    IsFermionic ![u • c 0 + v • star (c 1), u • c 1 - v • star (c 0)] ↔
      ‖u‖ ^ 2 + ‖v‖ ^ 2 = 1 := by
  have hq : ![u • c 0 + v • star (c 1), u • c 1 - v • star (c 0)]
      = quasi !![u, 0; 0, u] !![0, v; -v, 0] c := by
    funext i
    fin_cases i <;> simp [quasi, nambuField, Fin.sum_univ_two]
    abel
  have key : u * star u + v * star v = ((‖u‖ ^ 2 + ‖v‖ ^ 2 : ℝ) : ℂ) := by
    simp only [Complex.star_def, Complex.mul_conj, Complex.normSq_eq_norm_sq, Complex.ofReal_add]
  have e1 : !![u, 0; 0, u] * !![u, 0; 0, u]ᴴ + !![0, v; -v, 0] * !![0, v; -v, 0]ᴴ
      = ((‖u‖ ^ 2 + ‖v‖ ^ 2 : ℝ) : ℂ) • (1 : Matrix (Fin 2) (Fin 2) ℂ) := by
    rw [← key]
    ext i j
    simp only [Matrix.add_apply, Matrix.mul_apply, Fin.sum_univ_two,
      Matrix.conjTranspose_apply, Matrix.smul_apply]
    fin_cases i <;> fin_cases j <;> simp
  have e2 : !![u, 0; 0, u] * !![0, v; -v, 0]ᵀ + !![0, v; -v, 0] * !![u, 0; 0, u]ᵀ = 0 := by
    ext i j
    simp only [Matrix.add_apply, Matrix.mul_apply, Fin.sum_univ_two, Matrix.transpose_apply]
    fin_cases i <;> fin_cases j <;> simp <;> ring
  rw [hq, quasi_isFermionic_iff hc, e1]
  constructor
  · rintro ⟨h, -⟩
    have h0 := congrFun (congrFun h 0) 0
    rw [Matrix.smul_apply, Matrix.one_apply_eq, smul_eq_mul, mul_one] at h0
    exact_mod_cast h0
  · intro h
    exact ⟨by rw [h, Complex.ofReal_one, one_smul], e2⟩

/-- The annihilation matrix of a single fermion mode. -/
def lowering : Matrix (Fin 2) (Fin 2) ℂ := !![0, 1; 0, 0]

/-- Annihilation operators of two fermion modes as explicit block matrices on a four-dimensional
space. -/
def twoModes : Fin 2 → Matrix (Fin 2 ⊕ Fin 2) (Fin 2 ⊕ Fin 2) ℂ :=
  ![fromBlocks 0 1 0 0, fromBlocks lowering 0 0 (-lowering)]

/-- The explicit two-mode matrices satisfy the canonical anticommutation relations. -/
theorem isFermionic_witness : IsFermionic twoModes := by
  -- the single-mode relations
  have h1 : lowering * lowering = 0 := by
    ext i j
    simp only [Matrix.mul_apply, Fin.sum_univ_two]
    fin_cases i <;> fin_cases j <;> simp [lowering]
  have h2 : lowering * loweringᴴ + loweringᴴ * lowering = 1 := by
    ext i j
    simp only [Matrix.add_apply, Matrix.mul_apply, Fin.sum_univ_two, Matrix.conjTranspose_apply]
    fin_cases i <;> fin_cases j <;> simp [lowering]
  have hz : fromBlocks (0 : Matrix (Fin 2) (Fin 2) ℂ) (0 : Matrix (Fin 2) (Fin 2) ℂ)
      (0 : Matrix (Fin 2) (Fin 2) ℂ) (0 : Matrix (Fin 2) (Fin 2) ℂ) = 0 := by
    ext (i | i) (j | j) <;> rfl
  constructor
  · intro i j
    fin_cases i <;> fin_cases j <;>
      simp [twoModes, fromBlocks_multiply, fromBlocks_add, h1, hz]
  · intro i j
    fin_cases i <;> fin_cases j <;>
      simp [twoModes, star_eq_conjTranspose, fromBlocks_conjTranspose, fromBlocks_multiply,
        fromBlocks_add, h2, hz]

end

end BogoliubovTransformation
```

```lean
#print axioms BogoliubovTransformation.isFermionic_iff_unitary
#print axioms BogoliubovTransformation.quasi_inverse
#print axioms BogoliubovTransformation.bcs_pair_iff
```

```
'BogoliubovTransformation.isFermionic_iff_unitary' depends on axioms: [propext, Classical.choice, Quot.sound]
'BogoliubovTransformation.quasi_inverse' depends on axioms: [propext, Classical.choice, Quot.sound]
'BogoliubovTransformation.bcs_pair_iff' depends on axioms: [propext, Classical.choice, Quot.sound]
```

## How the proof follows the calculation

`nambuField_anticommutator` is the formula for {F, F′}. Its inner claim `term` treats one pair of modes: `expand` produces the four anticommutators, and the relations evaluate them. The double sum then collapses to its diagonal.

In `quasi_isFermionic_iff`, `hb` and `hs` identify the anticommutators with matrix entries times the identity; `hs` uses `star_nambuField` for the adjoint. The claim `inj` lets us compare the numbers themselves, which is where nontriviality of `A` is needed.

`bogoliubovMatrix_unitary_iff` multiplies out WW*, with `e3` and `e4` relating the lower blocks to the upper ones. The main theorem chains the two equivalences.

`quasi_comp` rearranges the sums for successive transformations, and `quasi_inverse` reads the upper blocks of W*W = 1. `bcs_pair_iff` writes the pair as a `quasi` family; `e1` computes the normalisation and `e2` shows the cancellation. Finally, `isFermionic_witness` verifies the relations for explicit 4 × 4 matrices, where the minus sign in the second operator makes the two modes anticommute.
